# The potential inverted from the reduced radial function r^(l+1) exp(p(r)), with p a real polynomial, is even in r exactly when p is even

For one electron with angular momentum l in a central potential, in atomic units, write the reduced radial function as u(r) = r R(r), where R is the radial part of the wavefunction. Requiring the unnormalised u(r) = r^(l+1) exp(p(r)) to solve the radial Schrödinger equation at energy E gives the potential V(r) = E + (l+1) p'(r)/r + (p''(r) + p'(r)²)/2. The theorem `invertedPotential_symmetric_iff` takes this formula as its definition of V, also at negative r, and states that, for every real E, natural number l and real polynomial p, V(-r) = V(r) for all r ≠ 0 if and only if p is even. The forward direction applies an earlier lemma, which needs the symmetry only on an interval 0 < r < rc, with rc = 1. For the converse, the attempt shows that p' is odd and p'' is even when p is even, then substitutes these facts into the formula.

In Lean, a first try:

```lean
import Mathlib

open Polynomial

namespace PseudopotentialParity

noncomputable section

/-- The inverted potential `E + k p'(r)/r + (p''(r) + p'(r)^2)/2`. -/
def invertedPotential (E : ℝ) (k : ℤ) (p : ℝ[X]) (r : ℝ) : ℝ :=
  E + (k : ℝ) * (derivative p).eval r / r
    + ((derivative (derivative p)).eval r + (derivative p).eval r ^ 2) / 2

/-- A polynomial is even if it takes equal values at `r` and `-r`. -/
def IsEven (p : ℝ[X]) : Prop := ∀ r : ℝ, p.eval (-r) = p.eval r

/-- The parity operation `p(r) ↦ p(-r)` on polynomials. -/
def parity (p : ℝ[X]) : ℝ[X] := p.comp (C (-1) * X)

lemma parity_eval (p : ℝ[X]) (r : ℝ) : (parity p).eval r = p.eval (-r) := by
  simp [parity]

/-- Differentiation anticommutes with parity. -/
lemma derivative_parity (p : ℝ[X]) :
    derivative (parity p) = -parity (derivative p) := by
  unfold parity
  rw [derivative_comp]
  simp

/-- A polynomial is even exactly when all its odd coefficients vanish. -/
theorem isEven_iff_odd_coeff (p : ℝ[X]) :
    IsEven p ↔ ∀ n, Odd n → p.coeff n = 0 := by
  constructor
  · intro h n hn
    have hp : parity p = p := Polynomial.funext fun r => by rw [parity_eval, h r]
    have hc := congrArg (fun f => f.coeff n) hp
    simp only [parity, comp_C_mul_X_coeff, hn.neg_one_pow] at hc
    linarith
  · intro h r
    have hp : parity p = p := by
      ext n
      rw [parity, comp_C_mul_X_coeff]
      rcases Nat.even_or_odd n with hn | hn
      · rw [hn.neg_one_pow, mul_one]
      · rw [h n hn, zero_mul]
    rw [← parity_eval, hp]

/-- For `c > 0` the equation `c s + r s' + r s d = 0` has only the zero polynomial solution `s`. -/
theorem parity_defect_eq_zero {c : ℝ} (hc : 0 < c) (s d : ℝ[X])
    (h : C c * s + X * derivative s + X * (s * d) = 0) : s = 0 := by
  ext n
  induction n using Nat.strong_induction_on with
  | _ n ih =>
    have hn := congrArg (fun f => f.coeff n) h
    rcases n with _ | m
    · simpa [hc.ne'] using hn
    · -- the product term only involves lower coefficients of `s`
      have hz : (s * d).coeff m = 0 := by
        rw [coeff_mul]
        apply Finset.sum_eq_zero
        intro x hx
        have hx' : x.1 + x.2 = m := Finset.HasAntidiagonal.mem_antidiagonal.mp hx
        rw [ih x.1 (by omega)]
        simp
      simp only [coeff_add, coeff_C_mul, coeff_X_mul, coeff_derivative, hz, coeff_zero,
        add_zero] at hn
      have hm : s.coeff (m + 1) * (c + ((m : ℝ) + 1)) = 0 := by linear_combination hn
      have hpos : c + ((m : ℝ) + 1) ≠ 0 := by positivity
      rw [coeff_zero]
      exact (mul_eq_zero.mp hm).resolve_right hpos

/-- If the inverted potential of the regular branch is symmetric for `0 < r < rc`,
then the polynomial `p` is even. -/
theorem isEven_of_symmetric_in_core (E : ℝ) (l : ℕ) (p : ℝ[X]) {rc : ℝ} (hrc : 0 < rc)
    (h : ∀ r, 0 < r → r < rc →
      invertedPotential E (l + 1) p (-r) = invertedPotential E (l + 1) p r) :
    IsEven p := by
  let q := derivative p
  have hF : C (2 * ((l : ℝ) + 1)) * (q + parity q) + X * derivative (q + parity q)
      + X * ((q + parity q) * (q - parity q)) = 0 := by
    apply eq_zero_of_infinite_isRoot
    refine (Set.Ioo_infinite hrc).mono ?_
    intro r hr
    have hr0 : r ≠ 0 := hr.1.ne'
    -- the polynomial is `2r (V(r) - V(-r))`
    have hV := h r hr.1 hr.2
    change eval r _ = 0
    have key : eval r (C (2 * ((l : ℝ) + 1)) * (q + parity q) + X * derivative (q + parity q)
        + X * ((q + parity q) * (q - parity q)))
        = 2 * r * (invertedPotential E (l + 1) p r - invertedPotential E (l + 1) p (-r)) := by
      simp only [eval_add, eval_mul, eval_C, eval_X, eval_sub, eval_neg, derivative_add,
        derivative_parity, parity_eval, invertedPotential, q, div_neg]
      push_cast
      field_simp
      ring
    rw [key, hV, sub_self, mul_zero]
  have hs := parity_defect_eq_zero (by positivity) _ _ hF
  rw [isEven_iff_odd_coeff]
  rintro n ⟨j, rfl⟩
  have hj := congrArg (fun f => f.coeff (2 * j)) hs
  simp only [q, parity, coeff_add, comp_C_mul_X_coeff, (even_two_mul j).neg_one_pow,
    coeff_derivative, coeff_zero, mul_one] at hj
  have hpos : ((2 * j : ℕ) : ℝ) + 1 ≠ 0 := by positivity
  exact (mul_eq_zero.mp (by linarith :
    p.coeff (2 * j + 1) * (((2 * j : ℕ) : ℝ) + 1) = 0)).resolve_right hpos

/-- For every angular momentum `l`, the inverted potential of `r^(l+1) exp(p(r))` is symmetric
under `r ↦ -r` away from the origin if and only if `p` is even. -/
theorem invertedPotential_symmetric_iff (E : ℝ) (l : ℕ) (p : ℝ[X]) :
    (∀ r : ℝ, r ≠ 0 →
      invertedPotential E (l + 1) p (-r) = invertedPotential E (l + 1) p r) ↔ IsEven p := by
  constructor
  · intro h
    exact isEven_of_symmetric_in_core E l p one_pos fun r hr _ => h r hr.ne'
  · intro h r _
    have hp : parity p = p := Polynomial.funext fun x => by rw [parity_eval, h x]
    -- `p'` is odd and `p''` is even
    have h1 : parity (derivative p) = -derivative p := by
      have := derivative_parity p
      rw [hp] at this
      linear_combination -this
    have h2 : parity (derivative (derivative p)) = derivative (derivative p) := by
      have := derivative_parity (derivative p)
      rw [h1, derivative_neg] at this
      exact (neg_injective this).symm
    have e1 : (derivative p).eval (-r) = -(derivative p).eval r := by
      rw [← parity_eval, h1, eval_neg]
    have e2 : (derivative (derivative p)).eval (-r) = (derivative (derivative p)).eval r := by
      rw [← parity_eval, h2]
    unfold invertedPotential
    rw [e1, e2, mul_neg, neg_div_neg_eq, neg_sq]

end

end PseudopotentialParity
```

Messages:

```
Main.lean:121:6: error: ring failed, ring expressions not equal
E : ℝ
l : ℕ
p : ℝ[X]
h : IsEven p
r : ℝ
a✝ : r ≠ 0
hp : parity p = p
this : derivative p = -parity (derivative p)
⊢ parity (derivative p) * 2 + derivative p * 2 = 0
```

The error is a sign mistake in the step showing that p' is odd. The goal there is `parity (derivative p) = -derivative p`, and after the rewrite with `hp` the hypothesis `this` reads `derivative p = -parity (derivative p)`. Moving everything to the left-hand side turns both equations into the same statement, that the sum of `derivative p` and `parity (derivative p)` is zero.

`linear_combination` subtracts the supplied combination of hypotheses from the goal, each taken as left side minus right side, and asks `ring` to check that the result is zero. With `-this`, the subtraction becomes an addition, and the sum is doubled instead of cancelled. That is the equation left in the message, `parity (derivative p) * 2 + derivative p * 2 = 0`, which is not an identity of commutative rings, so `ring` fails. With `this`, the two sums cancel exactly and the step closes. The diff changes nothing else.

This version goes through:

```diff
@@ -119,5 +119,5 @@
       have := derivative_parity p
       rw [hp] at this
-      linear_combination -this
+      linear_combination this
     have h2 : parity (derivative (derivative p)) = derivative (derivative p) := by
       have := derivative_parity (derivative p)
```
